# Identical non-interacting spectators leave D1 at the molecular value if their own D1 is no larger, while T1 tends to theirs

Q: After a coupled-cluster run on a solute with many solvent molecules, I read the T1 and D1 diagnostics of the whole cluster and judge from them whether a single reference will do for the solute. Can I read both numbers that way?

A: Not in the same way. In a model with \(n\) identical, non-interacting spectators whose D1 does not exceed the molecule's, D1 of the whole is exactly the molecular D1, while T1 drifts to the value of one spectator as \(n\) grows. A small T1 for a large cluster therefore need not mean small singles amplitudes on the solute.

Q: Derive it for me before you show me any code.

A: Let \(t_0\) be the molecule's matrix of singles amplitudes, with occupied orbitals as rows and virtual orbitals as columns, and let \(h\) be the matrix of one spectator. Without interaction, and in orbitals localised on the fragments, the whole system has the block-diagonal matrix \(t=\mathrm{diag}(t_0,h,\dots,h)\) with \(n\) copies of \(h\).

D1 is the operator norm, the least \(c\ge 0\) with \(\|tx\|\le c\|x\|\) for every virtual vector \(x\). Split \(x\) into a molecular part \(x_0\) and spectator parts \(x_k\), and write \(m=\max(D_1(t_0),D_1(h))\). Then

\[
\|tx\|^2=\|t_0x_0\|^2+\sum_k\|hx_k\|^2\le D_1(t_0)^2\|x_0\|^2+D_1(h)^2\sum_k\|x_k\|^2\le m^2\|x\|^2 ,
\]

so \(D_1(t)\le m\). Setting every \(x_k=0\) gives \(\|t_0x_0\|=\|tx\|\le D_1(t)\|x_0\|\), so \(D_1(t_0)\le D_1(t)\). If \(D_1(h)\le D_1(t_0)\), then \(m=D_1(t_0)\) and the two bounds meet.

For T1, let \(F\) be the Frobenius norm, and let \(|o|\) and \(|p|\) be the numbers of occupied orbitals in the molecule and in one spectator. Each holds two electrons, so \(T_1(t_0)^2=F(t_0)^2/(2|o|)\) and \(T_1(h)^2=F(h)^2/(2|p|)\). Squared entries add over the blocks, hence

\[
T_1(t)^2=\frac{F(t_0)^2+nF(h)^2}{2|o|+2n|p|}
=\frac{|o|\,T_1(t_0)^2+n|p|\,T_1(h)^2}{|o|+n|p|}.
\]

Subtracting the spectator value leaves

\[
T_1(t)^2-T_1(h)^2=\frac{|o|\,\bigl(T_1(t_0)^2-T_1(h)^2\bigr)}{|o|+n|p|}\longrightarrow 0 .
\]

Taking the square root of non-negative numbers gives \(T_1(t)\to T_1(h)\).

Q: Fine. Now convince me that the Lean definitions are these quantities.

A: The finite types `o` and `v` label the molecule's occupied and virtual orbitals; `p` and `q` do the same for one spectator.

```lean
import Mathlib

open Matrix Filter Topology

namespace SpectatorDilution

noncomputable section

variable {o v p q : Type*} [Fintype o] [Fintype v] [Fintype p] [Fintype q]
  [DecidableEq v] [DecidableEq q]

/-- The D1 diagnostic: the Euclidean operator norm of the singles amplitudes. -/
def D1 (t : Matrix o v ℂ) : ℝ :=
  ‖LinearMap.toContinuousLinearMap (Matrix.toEuclideanLin t)‖

/-- The squared Frobenius norm of the singles amplitudes. -/
def frobSq (t : Matrix o v ℂ) : ℝ := ∑ i, ∑ a, ‖t i a‖ ^ 2

/-- The closed-shell T1 diagnostic: the Frobenius norm over the square root of the number of
electrons, two per occupied orbital; meant for at least one occupied orbital. -/
def T1 (t : Matrix o v ℂ) : ℝ := √(frobSq t / (2 * Fintype.card o))
```

`Matrix.toEuclideanLin` makes the matrix a map between Euclidean spaces, so the norm in `D1` is the operator norm above, equal to the largest singular value when there is one. `frobSq` is \(F^2\). `T1` fixes the closed-shell convention: amplitudes over spatial orbitals, and two electrons for each occupied orbital that appears in the matrix.

Q: And the non-interacting system? That is where the physics could get lost.

A: It is put in by construction.

```lean
/-- Singles amplitudes of a molecule `t0` together with `n` non-interacting copies of a
spectator `h`. -/
def withSpectators (t0 : Matrix o v ℂ) (h : Matrix p q ℂ) (n : ℕ) :
    Matrix (o ⊕ Fin n × p) (v ⊕ Fin n × q) ℂ :=
  Matrix.fromBlocks t0 0 0 (Matrix.of fun i a => if i.1 = a.1 then h i.2 a.2 else 0)
```

An occupied index of the whole is either molecular or a pair of a spectator number and an orbital of `p`; virtual indices work likewise. The test `i.1 = a.1` allows an amplitude only within one spectator, and the two zero blocks forbid amplitudes between molecule and spectators. This block form is assumed, not derived from the coupled-cluster equations. It stands for fragments so far apart that neither changes the other's amplitudes.

Q: How does the proof get hold of an operator norm?

A: It replaces the norm by a quadratic inequality.

```lean
/-- D1 is at most `c` exactly when the amplitudes stretch no virtual vector by more than `c`. -/
theorem D1_le_iff (t : Matrix o v ℂ) {c : ℝ} (hc : 0 ≤ c) :
    D1 t ≤ c ↔ ∀ x : v → ℂ, ∑ i, ‖(t *ᵥ x) i‖ ^ 2 ≤ c ^ 2 * ∑ a, ‖x a‖ ^ 2 := by
  constructor
  · intro ht x
    have h1 := (LinearMap.toContinuousLinearMap (Matrix.toEuclideanLin t)).le_of_opNorm_le
      ht (WithLp.toLp 2 x)
    have h2 := pow_le_pow_left₀ (norm_nonneg _) h1 2
    rw [mul_pow, EuclideanSpace.norm_sq_eq, EuclideanSpace.norm_sq_eq] at h2
    exact h2
  · intro H
    refine ContinuousLinearMap.opNorm_le_bound _ hc fun x => ?_
    refine (sq_le_sq₀ (norm_nonneg _) (mul_nonneg hc (norm_nonneg _))).mp ?_
    rw [mul_pow, EuclideanSpace.norm_sq_eq, EuclideanSpace.norm_sq_eq]
    exact H x.ofLp
```

One direction squares the defining bound of the norm. The other removes the squares, which is allowed because both sides are non-negative. After that, only sums of squares are needed.

```lean
omit [DecidableEq v] [DecidableEq q] in
/-- The squared length of the image of a virtual vector is the sum of the contributions of the
molecule and of each spectator. -/
theorem sum_sq_mulVec (t0 : Matrix o v ℂ) (h : Matrix p q ℂ) (n : ℕ)
    (x : v ⊕ Fin n × q → ℂ) :
    ∑ j, ‖(withSpectators t0 h n *ᵥ x) j‖ ^ 2 =
      ∑ i, ‖(t0 *ᵥ fun a => x (Sum.inl a)) i‖ ^ 2 +
        ∑ k, ∑ i, ‖(h *ᵥ fun a => x (Sum.inr (k, a))) i‖ ^ 2 := by
  have hl : ∀ i, (withSpectators t0 h n *ᵥ x) (Sum.inl i) =
      (t0 *ᵥ fun a => x (Sum.inl a)) i := by
    intro i
    simp [withSpectators, Matrix.mulVec, dotProduct, Fintype.sum_sum_type]
  have hr : ∀ k i, (withSpectators t0 h n *ᵥ x) (Sum.inr (k, i)) =
      (h *ᵥ fun a => x (Sum.inr (k, a))) i := by
    intro k i
    simp only [withSpectators, Matrix.mulVec, dotProduct, Fintype.sum_sum_type,
      Fintype.sum_prod_type, Matrix.fromBlocks_apply₂₁, Matrix.fromBlocks_apply₂₂,
      Matrix.zero_apply, Matrix.of_apply, zero_mul, Finset.sum_const_zero, zero_add]
    rw [Finset.sum_eq_single k]
    · simp
    · intro b _ hb
      simp [Ne.symm hb]
    · intro hk
      exact absurd (Finset.mem_univ k) hk
  rw [Fintype.sum_sum_type, Fintype.sum_prod_type]
  simp only [hl, hr]
```

This is the splitting of \(\|tx\|^2\). The facts `hl` and `hr` compute a molecular and a spectator component of \(tx\); in `hr`, `Finset.sum_eq_single k` keeps only the block of spectator `k`.

```lean
/-- With any number of spectators, D1 lies between the molecular value and the larger of the
molecular and spectator values. -/
theorem D1_bounds (t0 : Matrix o v ℂ) (h : Matrix p q ℂ) (n : ℕ) :
    D1 t0 ≤ D1 (withSpectators t0 h n) ∧
      D1 (withSpectators t0 h n) ≤ max (D1 t0) (D1 h) := by
  have h0 : 0 ≤ D1 t0 := norm_nonneg _
  have hW : 0 ≤ D1 (withSpectators t0 h n) := norm_nonneg _
  have hm : 0 ≤ max (D1 t0) (D1 h) := h0.trans (le_max_left _ _)
  constructor
  · -- test the whole system on vectors living on the molecule
    refine (D1_le_iff t0 hW).mpr fun x => ?_
    have hb := (D1_le_iff _ hW).mp le_rfl (Sum.elim x 0)
    have hR : ∑ b, ‖(Sum.elim x 0 : v ⊕ Fin n × q → ℂ) b‖ ^ 2 = ∑ a, ‖x a‖ ^ 2 := by
      simp [Fintype.sum_sum_type]
    rw [hR, sum_sq_mulVec] at hb
    exact le_trans (le_add_of_nonneg_right (by positivity)) hb
  · -- each fragment obeys the common bound
    refine (D1_le_iff _ hm).mpr fun x => ?_
    rw [sum_sq_mulVec, Fintype.sum_sum_type, Fintype.sum_prod_type, mul_add]
    refine add_le_add ((D1_le_iff t0 hm).mp (le_max_left _ _) _) ?_
    rw [Finset.mul_sum]
    exact Finset.sum_le_sum fun k _ => (D1_le_iff h hm).mp (le_max_right _ _) _
```

The first half uses the test vector `Sum.elim x 0`, which lives on the molecule alone. The second bounds each fragment by the common maximum and adds up, as in the derivation.

Q: What if my spectator has the larger D1?

A: Then the spectator sets the value as soon as one is present.

```lean
/-- Once a spectator is present, D1 is the larger of the molecular and spectator values. -/
theorem D1_eq_max (t0 : Matrix o v ℂ) (h : Matrix p q ℂ) {n : ℕ} (hn : n ≠ 0) :
    D1 (withSpectators t0 h n) = max (D1 t0) (D1 h) := by
  refine le_antisymm (D1_bounds t0 h n).2 (max_le (D1_bounds t0 h n).1 ?_)
  have hW : 0 ≤ D1 (withSpectators t0 h n) := norm_nonneg _
  have hn' : (0 : ℝ) < n := by exact_mod_cast Nat.pos_of_ne_zero hn
  -- put the same test vector on every spectator
  refine (D1_le_iff h hW).mpr fun x => ?_
  have hb := (D1_le_iff _ hW).mp le_rfl (Sum.elim 0 fun b => x b.2)
  have hR : ∑ b, ‖(Sum.elim 0 (fun b => x b.2) : v ⊕ Fin n × q → ℂ) b‖ ^ 2 =
      n * ∑ a, ‖x a‖ ^ 2 := by
    simp [Fintype.sum_sum_type, Fintype.sum_prod_type]
  have hL : n * ∑ i, ‖(h *ᵥ x) i‖ ^ 2 ≤
      ∑ j, ‖(withSpectators t0 h n *ᵥ Sum.elim 0 fun b => x b.2) j‖ ^ 2 := by
    rw [sum_sq_mulVec]
    simp only [Sum.elim_inr, Finset.sum_const, Finset.card_univ, Fintype.card_fin,
      nsmul_eq_mul]
    exact le_add_of_nonneg_left (by positivity)
  rw [hR] at hb
  refine le_of_mul_le_mul_left ?_ hn'
  linarith [hL, hb]
```

The missing inequality is \(D_1(h)\le D_1(t)\). The proof places the same vector \(x\) on all \(n\) spectators, which gives \(n\|hx\|^2\le D_1(t)^2\,n\|x\|^2\), and cancels \(n\). That needs \(n\neq 0\).

Q: Now T1.

A: Three statements carry the algebra.

```lean
omit [DecidableEq v] [DecidableEq q] in
/-- The squared Frobenius norm is additive over the molecule and its spectators. -/
theorem frobSq_withSpectators (t0 : Matrix o v ℂ) (h : Matrix p q ℂ) (n : ℕ) :
    frobSq (withSpectators t0 h n) = frobSq t0 + n * frobSq h := by
  have hl : ∀ i, ∑ b, ‖withSpectators t0 h n (Sum.inl i) b‖ ^ 2 = ∑ a, ‖t0 i a‖ ^ 2 := by
    intro i
    simp [withSpectators, Fintype.sum_sum_type]
  have hr : ∀ k i, ∑ b, ‖withSpectators t0 h n (Sum.inr (k, i)) b‖ ^ 2 =
      ∑ a, ‖h i a‖ ^ 2 := by
    intro k i
    rw [Fintype.sum_sum_type, Fintype.sum_prod_type, Finset.sum_eq_single k]
    · simp [withSpectators]
    · intro b _ hb
      simp [withSpectators, Ne.symm hb]
    · intro hk
      exact absurd (Finset.mem_univ k) hk
  unfold frobSq
  rw [Fintype.sum_sum_type, Fintype.sum_prod_type]
  simp only [hl, hr, Finset.sum_const, Finset.card_univ, Fintype.card_fin, nsmul_eq_mul]

omit [Fintype p] [Fintype q] [DecidableEq v] [DecidableEq q] in
/-- The square of T1 is the squared Frobenius norm per electron. -/
theorem T1_sq (t : Matrix o v ℂ) : T1 t ^ 2 = frobSq t / (2 * Fintype.card o) :=
  Real.sq_sqrt (by unfold frobSq; positivity)

omit [DecidableEq v] [DecidableEq q] in
/-- The excess of the squared T1 over the spectator value is the molecular excess times the
molecule's share of the occupied orbitals. -/
theorem T1_sq_excess [Nonempty o] [Nonempty p] (t0 : Matrix o v ℂ) (h : Matrix p q ℂ)
    (n : ℕ) :
    T1 (withSpectators t0 h n) ^ 2 - T1 h ^ 2 =
      Fintype.card o * (T1 t0 ^ 2 - T1 h ^ 2) /
        (Fintype.card o + n * Fintype.card p) := by
  have ho : (0 : ℝ) < Fintype.card o := by exact_mod_cast Fintype.card_pos
  have hp : (0 : ℝ) < Fintype.card p := by exact_mod_cast Fintype.card_pos
  have hd : (Fintype.card o + n * Fintype.card p : ℝ) ≠ 0 := by positivity
  rw [T1_sq, T1_sq, T1_sq, frobSq_withSpectators, Fintype.card_sum, Fintype.card_prod,
    Fintype.card_fin]
  push_cast
  field_simp
  ring
```

The first adds the squared entries block by block, the second removes the square root from the definition, and the third is the formula for the excess over the spectator value. Its `Nonempty` assumptions ask for at least one occupied orbital in the molecule and in the spectator, so the denominators are positive; `field_simp` and `ring` then do the fractions.

Q: So where is the claim that I am supposed to believe?

A: Here.

```lean
/-- Dilution by spectators: if the spectator's D1 does not exceed the molecule's, D1 keeps its
molecular value for every number of spectators, while T1 tends to the spectator's T1. -/
theorem dilution [Nonempty o] [Nonempty p] (t0 : Matrix o v ℂ) (h : Matrix p q ℂ)
    (hh : D1 h ≤ D1 t0) :
    (∀ n, D1 (withSpectators t0 h n) = D1 t0) ∧
      Tendsto (fun n => T1 (withSpectators t0 h n)) atTop (𝓝 (T1 h)) := by
  refine ⟨fun n => le_antisymm ((D1_bounds t0 h n).2.trans (max_le le_rfl hh))
    (D1_bounds t0 h n).1, ?_⟩
  have hp : (0 : ℝ) < Fintype.card p := by exact_mod_cast Fintype.card_pos
  have hd : Tendsto (fun n : ℕ => (Fintype.card o + n * Fintype.card p : ℝ)) atTop atTop :=
    tendsto_atTop_add_const_left _ _ (tendsto_natCast_atTop_atTop.atTop_mul_const hp)
  -- the excess over the spectator value dies off with the number of spectators
  have h1 := (hd.const_div_atTop
    (Fintype.card o * (T1 t0 ^ 2 - T1 h ^ 2))).const_add (T1 h ^ 2)
  rw [add_zero] at h1
  have h2 : Tendsto (fun n => T1 (withSpectators t0 h n) ^ 2) atTop (𝓝 (T1 h ^ 2)) :=
    h1.congr fun n => by linarith [T1_sq_excess t0 h n]
  have h3 := h2.sqrt
  rw [Real.sqrt_sq (show 0 ≤ T1 h from Real.sqrt_nonneg _)] at h3
  exact h3.congr fun n => Real.sqrt_sq (Real.sqrt_nonneg _)
```

In words: let the molecule and the spectator each have at least one occupied orbital, as the `Nonempty` assumptions ask. Then for any complex amplitude matrices `t0` and `h` with `D1 h ≤ D1 t0`, D1 of the combined system equals `D1 t0` for every \(n\), including \(n=0\), and T1 converges to `T1 h` as \(n\to\infty\). The hypothesis says that `h` sends no normalised combination of a spectator's virtual orbitals to an occupied vector longer than `D1 t0`.

The D1 part joins the two bounds with `le_antisymm`. For T1, `hd` says that \(|o|+n|p|\) grows without limit, so a constant divided by it vanishes. The excess formula turns this into convergence of \(T_1^2\), and continuity of the square root finishes the proof.

Q: You call it dilution, but must T1 fall?

A: No. It moves towards the spectator's T1, which can lie above the molecule's even under the D1 hypothesis, for instance when the molecule has a single large amplitude but many occupied orbitals, so that its T1 is small although its D1 is not. The excess formula gives the direction.

Q: When is the denominator \(N+2n\), with \(N\) the molecule's electron count?

A: That is the case of one electron pair per spectator, with `Unit` as the type of its single occupied orbital.

```lean
/-- For spectators with one doubly occupied orbital each and a D1 no larger than the molecule's, D1
stays at the molecular value, the squared T1 is the total squared Frobenius norm over the number of
electrons, and, as the number of spectators grows, the squared T1 tends to half the squared
Frobenius norm of one spectator. -/
theorem dilution_electron_pairs [Nonempty o] (t0 : Matrix o v ℂ) (h : Matrix Unit q ℂ)
    (hh : D1 h ≤ D1 t0) :
    (∀ n : ℕ, D1 (withSpectators t0 h n) = D1 t0 ∧
      T1 (withSpectators t0 h n) ^ 2 =
        (frobSq t0 + n * frobSq h) / (2 * Fintype.card o + 2 * n)) ∧
      Tendsto (fun n => T1 (withSpectators t0 h n) ^ 2) atTop (𝓝 (frobSq h / 2)) := by
  refine ⟨fun n => ⟨(dilution t0 h hh).1 n, ?_⟩, ?_⟩
  · rw [T1_sq, frobSq_withSpectators, Fintype.card_sum, Fintype.card_prod,
      Fintype.card_fin, Fintype.card_unit]
    congr 1
    push_cast
    ring
  · have hlim := (dilution t0 h hh).2.pow 2
    rw [T1_sq h, Fintype.card_unit, Nat.cast_one, mul_one] at hlim
    exact hlim
```

Here \(N=2|o|\), and the theorem gives both the exact formula for \(T_1^2\) at each \(n\) and its limit \(F(h)^2/2\). The formula comes from counting orbitals, the limit from squaring the one in `dilution`.

Q: And if the spectators have no singles amplitudes at all?

A: Then the hypothesis on D1 holds automatically, because `D1` of the zero matrix is zero, and T1 goes to zero.

```lean
/-- Spectators with vanishing singles amplitudes leave D1 unchanged and drive T1 to zero. -/
theorem dilution_inert [Nonempty o] [Nonempty p] (t0 : Matrix o v ℂ) :
    (∀ n, D1 (withSpectators t0 (0 : Matrix p q ℂ) n) = D1 t0) ∧
      Tendsto (fun n => T1 (withSpectators t0 (0 : Matrix p q ℂ) n)) atTop (𝓝 0) := by
  have hD : D1 (0 : Matrix p q ℂ) = 0 := by simp [D1]
  have hT : T1 (0 : Matrix p q ℂ) = 0 := by simp [T1, frobSq]
  have h0 : D1 (0 : Matrix p q ℂ) ≤ D1 t0 := hD.trans_le (norm_nonneg _)
  have hmain := dilution t0 (0 : Matrix p q ℂ) h0
  rw [hT] at hmain
  exact hmain

end

end SpectatorDilution
```

```lean
#print axioms SpectatorDilution.D1_eq_max
#print axioms SpectatorDilution.dilution_electron_pairs
#print axioms SpectatorDilution.dilution_inert
```

```
'SpectatorDilution.D1_eq_max' depends on axioms: [propext, Classical.choice, Quot.sound]
'SpectatorDilution.dilution_electron_pairs' depends on axioms: [propext, Classical.choice, Quot.sound]
'SpectatorDilution.dilution_inert' depends on axioms: [propext, Classical.choice, Quot.sound]
```

Q: Give me the smallest example.

A: Take one occupied and one virtual orbital in each fragment, with \(t_0=(\alpha)\) and \(h=(0)\). Then

\[
D_1(t)=|\alpha|,\qquad T_1(t)=\frac{|\alpha|}{\sqrt{2(n+1)}} .
\]

With no spectator T1 is \(|\alpha|/\sqrt2\); with three it is half of that, and D1 has not moved.

Q: What may I not conclude for my real cluster?

A: Real solvent molecules polarise the solute and one another, which changes the blocks, and between neighbours there can be charge-transfer amplitudes where the model has zeros; the model has neither effect. It also takes all spectators to be identical and every fragment to be closed-shell. Nor does it say which value of either diagnostic signals that a single reference has failed.
